# Bounds on the lowest eigenvalue in a Casida–Salahub spliced potential on a finite grid

The Casida–Salahub correction fixes its potential shift from the ionisation energy and the energy of the highest occupied orbital. Here that orbital energy is taken to be the lowest eigenvalue of the one-electron Hamiltonian, so the model describes a system with a single occupied spatial orbital. The Hamiltonian is a real symmetric matrix on finitely many grid points. "Lowest eigenvalue" is meant literally: the number has a nonzero eigenvector, and no eigenvalue lies below it.

## Joining a bulk potential to an asymptotic one

The exchange-correlation potentials of common semilocal functionals decay too fast far from a molecule, while a model potential such as LB94 has the right $-1/r$ tail. The splice uses the semilocal potential, shifted down by a constant $D$, wherever it is the larger of the two, and the asymptotic potential elsewhere.

Let $v(x)$ be the full local potential at grid point $x$ with the semilocal part, and $w(x)$ the one with the asymptotic part. The external and Hartree terms are common to both and pass through the maximum unchanged. The spliced potential is

$$u(x)=\max\bigl(v(x)-D,\;w(x)\bigr),\qquad D=I+e,$$

where $e$ is the lowest eigenvalue in the potential $v$ and $I$ stands for the ionisation energy, supplied from a separate calculation. Shifting $v$ by $D$ alone would put the orbital energy at $-I$, as the exact Kohn–Sham potential, taken to vanish at infinity, does for the highest occupied level. The question is how far the maximum with $w$ moves it away again.

## The orbital energy lies at or above $-I$

Write $H_v=T+\mathrm{diag}(v)$ and $H_u=T+\mathrm{diag}(u)$, with $T$ real symmetric. Let $f$ be a unit eigenvector of $H_v$ for $e$, and let $E$ be the lowest eigenvalue of $H_u$. Then

$$-I\;\le\;E\;\le\;-I+\sum_x f(x)^2\,p(x),\qquad p(x)=\max\bigl(w(x)-v(x)+D,\,0\bigr).$$

The function $p$ is the amount by which $w$ exceeds the shifted bulk potential. For a fixed potential with one occupied orbital, the error in the alignment with $-I$ is therefore at most the average of $p$ over the uncorrected density.

In Lean, the grid is a finite type `ι`, and potentials and orbitals are functions `ι → ℝ`. The matrix $H_v$ is `hamiltonian T v`, and $u$ is `splice v w (I + e)`. The predicate `IsLowestEigenvalue H E` contains the two conditions given at the start. The hypothesis `f ⬝ᵥ f = 1` is a plain sum over points, so $f(x)^2$ is the probability at $x$ and any uniform quadrature weight is absorbed into $f$.

The symbol `I` is an arbitrary real number; nothing links it to a total-energy difference. Likewise `T` need only be symmetric, and `w` need not have a $-1/r$ tail. The potentials are fixed, so the change of density in a self-consistent calculation is not covered, nor is the continuum limit.

Two further theorems concern equality in the bounds. The first characterises it for the lower bound, and the second gives one case for the upper bound:

- $E=-I$ exactly when some nonzero $g$ with $H_vg=eg$ satisfies $w(x)\le v(x)-D$ at every point where $g(x)\ne0$. The ground level may be degenerate.
- If $w=v-D+c$ everywhere with a constant $c\ge0$, the upper bound is the lowest eigenvalue itself.

## Two trial vectors give the two bounds

The variational principle comes first. Expand a vector $g$ in orthonormal eigenvectors of a symmetric matrix $H$, with coefficients $c_j$ and eigenvalues $\lambda_j$. If $E_0$ is the lowest eigenvalue, then

$$g\cdot Hg=\sum_j\lambda_jc_j^2\;\ge\;E_0\sum_jc_j^2=E_0\,g\cdot g .$$

Next, $\max(a,b)=a+\max(b-a,0)$ with $a=v(x)-D$ and $b=w(x)$ gives $u=v-D+p$. Hence for every $g$

$$g\cdot H_ug=g\cdot H_vg-D\,g\cdot g+\sum_xg(x)^2p(x).\tag{1}$$

For the lower bound, take $g\neq0$ with $H_ug=Eg$. The left side of (1) is $E\,g\cdot g$. On the right, $g\cdot H_vg\ge e\,g\cdot g$ and the sum is non-negative, so

$$E\,g\cdot g\;\ge\;(e-D)\,g\cdot g=-I\,g\cdot g .$$

Division by $g\cdot g>0$ gives $E\ge-I$.

For the upper bound, use $f$ as a trial vector for $H_u$. Since $f\cdot f=1$ and $f\cdot H_vf=e$,

$$E\le f\cdot H_uf=e-D+\sum_xf(x)^2p(x)=-I+\sum_xf(x)^2p(x).$$

Now suppose $E=-I$. The inequalities for the lower bound then leave no room for the sum, so $\sum_xg(x)^2p(x)=0$. Every term is non-negative, hence $p(x)=0$ wherever $g(x)\ne0$. On such a vector $H_ug=H_vg-Dg$, and therefore $H_vg=(-I+D)g=eg$. Conversely, if a ground vector $g$ of $H_v$ has this support property, then $H_ug=(e-D)g=-Ig$. Thus $-I$ is an eigenvalue of $H_u$, which gives $E\le-I$, and the lower bound gives equality.

Finally, if $w=v-D+c$ with $c\ge0$, then $u=v-D+c$ and $p=c$. The whole spectrum is shifted rigidly, the lowest eigenvalue is $e-D+c=-I+c$, and $\sum_xf(x)^2c=c$.

## An excited level in place of the lowest one

The lower bound can fail if $e$ is merely some eigenvalue of $H_v$. A purely algebraic example, with no kinetic energy and not meant as a molecule, shows this. Take two grid points, $T=0$ and $v=(0,1)$, and choose $e=1$ with $f=(0,1)$. Then $D=I+1$. With $w=v-D$ the splice gives $u=(-I-1,\,-I)$, whose lowest eigenvalue is $-I-1$, below $-I$. The shift has placed the chosen level at $-I$, and the level beneath it has moved down too. What fails is the bound on the lowest eigenvalue, not the one on the chosen level. Since $u\ge v-D$ at every point, the min–max principle (not part of the Lean file) puts the $k$-th eigenvalue of $H_u$, in ascending order with multiplicity, at or above the $k$-th eigenvalue of $H_v$ minus $D$. The level that corresponds to $e$ therefore still lies at or above $-I$.

## The Lean file

```lean
import Mathlib

open Matrix

namespace CasidaSalahubSplice

variable {ι : Type*} [Fintype ι] [DecidableEq ι]

/-- The one-electron Hamiltonian on a grid: kinetic matrix `T` plus local potential `v`. -/
def hamiltonian (T : Matrix ι ι ℝ) (v : ι → ℝ) : Matrix ι ι ℝ := T + Matrix.diagonal v

/-- `E` is an eigenvalue of `H`, and no eigenvalue of `H` lies below it. -/
def IsLowestEigenvalue (H : Matrix ι ι ℝ) (E : ℝ) : Prop :=
  (∃ g : ι → ℝ, g ≠ 0 ∧ H *ᵥ g = E • g) ∧
    ∀ (μ : ℝ) (g : ι → ℝ), g ≠ 0 → H *ᵥ g = μ • g → E ≤ μ

/-- The spliced potential: at each point the larger of the bulk potential `v`, shifted down
by `D`, and the asymptotic potential `w`. -/
noncomputable def splice (v w : ι → ℝ) (D : ℝ) (x : ι) : ℝ := max (v x - D) (w x)

/-- The Hamiltonian acts by the kinetic matrix plus multiplication by the potential. -/
theorem hamiltonian_mulVec_apply (T : Matrix ι ι ℝ) (v g : ι → ℝ) (x : ι) :
    (hamiltonian T v *ᵥ g) x = (T *ᵥ g) x + v x * g x := by
  rw [hamiltonian, Matrix.add_mulVec, Pi.add_apply, Matrix.mulVec_diagonal]

/-- Every real symmetric matrix on a nonempty grid has a lowest eigenvalue. -/
theorem exists_lowestEigenvalue [Nonempty ι] {H : Matrix ι ι ℝ} (hH : H.IsSymm) :
    ∃ E, IsLowestEigenvalue H E := by
  have hA : H.IsHermitian := Matrix.IsHermitian.ext fun i j => by
    rw [star_trivial]; exact hH.apply i j
  let S : Set ℝ := {μ | ∃ g : ι → ℝ, g ≠ 0 ∧ H *ᵥ g = μ • g}
  -- eigenvalues are roots of the characteristic polynomial, hence finite in number
  have hfin : S.Finite := by
    refine (Polynomial.finite_setOfPred_isRoot H.charpoly_monic.ne_zero).subset ?_
    rintro μ ⟨g, hg, h⟩
    show H.charpoly.eval μ = 0
    rw [Matrix.eval_charpoly]
    refine Matrix.exists_mulVec_eq_zero_iff.mp ⟨g, hg, ?_⟩
    rw [Matrix.sub_mulVec, h]
    ext i
    simp [Matrix.scalar_apply]
  have hne : S.Nonempty := by
    let j : ι := Classical.arbitrary ι
    refine ⟨hA.eigenvalues j, (hA.eigenvectorBasis j).ofLp, ?_, hA.mulVec_eigenvectorBasis j⟩
    intro h0
    exact hA.eigenvectorBasis.orthonormal.ne_zero j (by ext i; exact congrFun h0 i)
  obtain ⟨E, hE, hmin⟩ := Set.exists_min_image S id hfin hne
  exact ⟨E, hE, fun μ g hg h => hmin μ ⟨g, hg, h⟩⟩

/-- Variational principle: for a real symmetric matrix `H` and any vector `x`, normalised or not, `x
⬝ᵥ (H *ᵥ x)` is at least the lowest eigenvalue times the squared norm of `x`. -/
theorem variational_principle {H : Matrix ι ι ℝ} (hH : H.IsSymm) {E : ℝ}
    (hE : IsLowestEigenvalue H E) (x : ι → ℝ) : E * (x ⬝ᵥ x) ≤ x ⬝ᵥ (H *ᵥ x) := by
  have hS : (hamiltonian H fun _ => -E).IsSymm := hH.add (Matrix.isSymm_diagonal _)
  have hA : (hamiltonian H fun _ => -E).IsHermitian := Matrix.IsHermitian.ext fun i j => by
    rw [star_trivial]; exact hS.apply i j
  -- the matrix H - E has no negative eigenvalue
  have hpos : (hamiltonian H fun _ => -E).PosSemidef := by
    rw [hA.posSemidef_iff_eigenvalues_nonneg]
    intro j
    show (0 : ℝ) ≤ hA.eigenvalues j
    have hb : (hamiltonian H fun _ => -E) *ᵥ (hA.eigenvectorBasis j).ofLp
        = hA.eigenvalues j • (hA.eigenvectorBasis j).ofLp := hA.mulVec_eigenvectorBasis j
    have hne : (hA.eigenvectorBasis j).ofLp ≠ 0 := by
      intro h0
      exact hA.eigenvectorBasis.orthonormal.ne_zero j (by ext i; exact congrFun h0 i)
    have hle := hE.2 (hA.eigenvalues j + E) _ hne (by
      ext i
      have hi := congrFun hb i
      rw [hamiltonian_mulVec_apply] at hi
      simp only [Pi.smul_apply, smul_eq_mul] at hi ⊢
      linear_combination hi)
    linarith
  have h := hpos.dotProduct_mulVec_nonneg x
  have hx : x ⬝ᵥ ((hamiltonian H fun _ => -E) *ᵥ x) = x ⬝ᵥ (H *ᵥ x) - E * (x ⬝ᵥ x) := by
    simp only [dotProduct, hamiltonian_mulVec_apply]
    rw [Finset.mul_sum, ← Finset.sum_sub_distrib]
    exact Finset.sum_congr rfl fun i _ => by ring
  rw [star_trivial, hx] at h
  linarith

/-- For any vector `g`, normalised or not, splicing lowers the quadratic form of the Hamiltonian by
`D` times the squared norm of `g` and raises it by the sum over grid points of `g x ^ 2` times the
amount, if any, by which `w` exceeds the shifted potential. -/
theorem splice_expectation (T : Matrix ι ι ℝ) (v w g : ι → ℝ) (D : ℝ) :
    g ⬝ᵥ (hamiltonian T (splice v w D) *ᵥ g) = g ⬝ᵥ (hamiltonian T v *ᵥ g) - D * (g ⬝ᵥ g)
      + ∑ x, g x ^ 2 * max (w x - v x + D) 0 := by
  simp only [dotProduct, hamiltonian_mulVec_apply]
  rw [Finset.mul_sum, ← Finset.sum_sub_distrib, ← Finset.sum_add_distrib]
  refine Finset.sum_congr rfl fun x _ => ?_
  have hm : splice v w D x = v x - D + max (w x - v x + D) 0 := by
    rw [splice]
    rcases le_total (v x - D) (w x) with h | h
    · rw [max_eq_right h, max_eq_left (by linarith)]; ring
    · rw [max_eq_left h, max_eq_right (by linarith)]; ring
  rw [hm]
  ring

/-- On a vector that vanishes wherever `w` exceeds the shifted potential, the spliced
Hamiltonian acts as the original one shifted down by `D`. -/
theorem splice_mulVec_of_support (T : Matrix ι ι ℝ) {v w g : ι → ℝ} {D : ℝ}
    (h : ∀ x, g x ≠ 0 → w x ≤ v x - D) :
    hamiltonian T (splice v w D) *ᵥ g = hamiltonian T v *ᵥ g - D • g := by
  ext x
  rw [Pi.sub_apply, hamiltonian_mulVec_apply, hamiltonian_mulVec_apply, Pi.smul_apply,
    smul_eq_mul]
  by_cases hx : g x = 0
  · simp [hx]
  · rw [splice, max_eq_left (h x hx)]
    ring

/-- Casida-Salahub splice: with shift `I + e`, the lowest eigenvalue in the spliced potential
is at least `-I`, and exceeds it by at most the average, over the original ground-state
density, of the amount by which `w` exceeds the shifted potential. -/
theorem splice_lowestEigenvalue_bounds {T : Matrix ι ι ℝ} (hT : T.IsSymm)
    {v w f : ι → ℝ} {e I E : ℝ} (he : IsLowestEigenvalue (hamiltonian T v) e)
    (hf : hamiltonian T v *ᵥ f = e • f) (hn : f ⬝ᵥ f = 1)
    (hE : IsLowestEigenvalue (hamiltonian T (splice v w (I + e))) E) :
    -I ≤ E ∧ E ≤ -I + ∑ x, f x ^ 2 * max (w x - v x + (I + e)) 0 := by
  constructor
  · -- the spliced ground state is a trial vector for the original Hamiltonian
    obtain ⟨g, hg, hgE⟩ := hE.1
    have h1 := splice_expectation T v w g (I + e)
    rw [hgE, dotProduct_smul, smul_eq_mul] at h1
    have h2 := variational_principle (hT.add (Matrix.isSymm_diagonal v)) he g
    change e * (g ⬝ᵥ g) ≤ g ⬝ᵥ (hamiltonian T v *ᵥ g) at h2
    have h3 : 0 ≤ ∑ x, g x ^ 2 * max (w x - v x + (I + e)) 0 :=
      Finset.sum_nonneg fun x _ => mul_nonneg (sq_nonneg _) (le_max_right _ _)
    have h4 : 0 < g ⬝ᵥ g := lt_of_le_of_ne
      (Finset.sum_nonneg fun x _ => mul_self_nonneg (g x))
      (fun h => hg (dotProduct_self_eq_zero.mp h.symm))
    by_contra hlt
    have h5 := mul_lt_mul_of_pos_right (not_le.mp hlt) h4
    linarith
  · -- the original ground state is a trial vector for the spliced Hamiltonian
    have h1 := variational_principle (hT.add (Matrix.isSymm_diagonal _)) hE f
    change E * (f ⬝ᵥ f) ≤ f ⬝ᵥ (hamiltonian T (splice v w (I + e)) *ᵥ f) at h1
    rw [splice_expectation, hf, dotProduct_smul, smul_eq_mul, hn] at h1
    linarith

/-- The lowest eigenvalue in the spliced potential equals `-I` exactly when some ground
vector of the original Hamiltonian vanishes wherever `w` exceeds the shifted potential. -/
theorem splice_lowestEigenvalue_eq_iff {T : Matrix ι ι ℝ} (hT : T.IsSymm)
    {v w : ι → ℝ} {e I E : ℝ} (he : IsLowestEigenvalue (hamiltonian T v) e)
    (hE : IsLowestEigenvalue (hamiltonian T (splice v w (I + e))) E) :
    E = -I ↔ ∃ g : ι → ℝ, g ≠ 0 ∧ hamiltonian T v *ᵥ g = e • g ∧
      ∀ x, g x ≠ 0 → w x ≤ v x - (I + e) := by
  obtain ⟨g, hg, hgE⟩ := hE.1
  have h1 := splice_expectation T v w g (I + e)
  rw [hgE, dotProduct_smul, smul_eq_mul] at h1
  have h2 := variational_principle (hT.add (Matrix.isSymm_diagonal v)) he g
  change e * (g ⬝ᵥ g) ≤ g ⬝ᵥ (hamiltonian T v *ᵥ g) at h2
  have hterm : ∀ x ∈ Finset.univ, 0 ≤ g x ^ 2 * max (w x - v x + (I + e)) 0 :=
    fun x _ => mul_nonneg (sq_nonneg _) (le_max_right _ _)
  constructor
  · intro h
    rw [h] at h1 hgE
    -- no room is left for the excess of w on the support of g
    have h0 : ∑ x, g x ^ 2 * max (w x - v x + (I + e)) 0 = 0 :=
      le_antisymm (by linarith) (Finset.sum_nonneg hterm)
    have hs : ∀ x, g x ≠ 0 → w x ≤ v x - (I + e) := by
      intro x hx
      have hz := (Finset.sum_eq_zero_iff_of_nonneg hterm).mp h0 x (Finset.mem_univ x)
      have hm := (mul_eq_zero.mp hz).resolve_left (pow_ne_zero 2 hx)
      have hl := le_max_left (w x - v x + (I + e)) 0
      linarith
    refine ⟨g, hg, ?_, hs⟩
    rw [splice_mulVec_of_support T hs] at hgE
    rw [sub_eq_iff_eq_add.mp hgE]
    module
  · rintro ⟨k, hk, hke, hs⟩
    have hup : E ≤ -I := hE.2 (-I) k hk (by
      rw [splice_mulVec_of_support T hs, hke]
      module)
    -- normalise k to apply the lower bound
    have hpos : 0 < k ⬝ᵥ k := lt_of_le_of_ne
      (Finset.sum_nonneg fun x _ => mul_self_nonneg (k x))
      (fun h => hk (dotProduct_self_eq_zero.mp h.symm))
    have hlow := (splice_lowestEigenvalue_bounds hT (f := (Real.sqrt (k ⬝ᵥ k))⁻¹ • k) he
      (by rw [Matrix.mulVec_smul, hke, smul_comm])
      (by
        rw [smul_dotProduct, dotProduct_smul, smul_eq_mul, smul_eq_mul, ← mul_assoc,
          ← mul_inv, Real.mul_self_sqrt hpos.le, inv_mul_cancel₀ hpos.ne']) hE).1
    exact le_antisymm hup hlow

/-- If `w` lies a constant `c ≥ 0` above the shifted potential, then for every unit vector `f`
the expression in the upper bound is exactly the lowest eigenvalue. -/
theorem splice_upper_bound_attained {T : Matrix ι ι ℝ} {v w f : ι → ℝ} {e I c : ℝ}
    (he : IsLowestEigenvalue (hamiltonian T v) e) (hn : f ⬝ᵥ f = 1) (hc : 0 ≤ c)
    (hw : ∀ x, w x = v x - (I + e) + c) :
    IsLowestEigenvalue (hamiltonian T (splice v w (I + e)))
      (-I + ∑ x, f x ^ 2 * max (w x - v x + (I + e)) 0) := by
  have hs : ∑ x, f x ^ 2 * max (w x - v x + (I + e)) 0 = (f ⬝ᵥ f) * c := by
    rw [dotProduct, Finset.sum_mul]
    refine Finset.sum_congr rfl fun x _ => ?_
    rw [hw, show v x - (I + e) + c - v x + (I + e) = c by ring, max_eq_left hc]
    ring
  rw [hs, hn, one_mul]
  -- the spliced Hamiltonian is a rigid shift of the original one
  have hu : ∀ (g : ι → ℝ) (x : ι), (hamiltonian T (splice v w (I + e)) *ᵥ g) x
      = (hamiltonian T v *ᵥ g) x + (c - (I + e)) * g x := by
    intro g x
    rw [hamiltonian_mulVec_apply, hamiltonian_mulVec_apply, splice, hw,
      max_eq_right (by linarith)]
    ring
  obtain ⟨⟨g, hg, h⟩, hmin⟩ := he
  refine ⟨⟨g, hg, ?_⟩, fun μ k hk hμ => ?_⟩
  · ext x
    rw [hu, h]
    simp only [Pi.smul_apply, smul_eq_mul]
    ring
  · have hle := hmin (μ - c + (I + e)) k hk (by
      ext x
      have hx := congrFun hμ x
      rw [hu] at hx
      simp only [Pi.smul_apply, smul_eq_mul] at hx ⊢
      linear_combination hx)
    linarith

end CasidaSalahubSplice
```

```lean
#print axioms CasidaSalahubSplice.exists_lowestEigenvalue
#print axioms CasidaSalahubSplice.splice_lowestEigenvalue_bounds
#print axioms CasidaSalahubSplice.splice_lowestEigenvalue_eq_iff
#print axioms CasidaSalahubSplice.splice_upper_bound_attained
```

```
'CasidaSalahubSplice.exists_lowestEigenvalue' depends on axioms: [propext, Classical.choice, Quot.sound]
'CasidaSalahubSplice.splice_lowestEigenvalue_bounds' depends on axioms: [propext, Classical.choice, Quot.sound]
'CasidaSalahubSplice.splice_lowestEigenvalue_eq_iff' depends on axioms: [propext, Classical.choice, Quot.sound]
'CasidaSalahubSplice.splice_upper_bound_attained' depends on axioms: [propext, Classical.choice, Quot.sound]
```

## How the proof follows the derivation

`exists_lowestEigenvalue` shows that a real symmetric matrix on a nonempty grid has a lowest eigenvalue. Eigenvalues are roots of the characteristic polynomial, so there are finitely many; the spectral theorem supplies at least one; and a finite nonempty set has a minimum. The later proofs do not call this lemma, but it guarantees that there is an $E$ for the bounds to describe.

`variational_principle` phrases the eigenvector expansion through positivity. It forms $H-E$ as a `hamiltonian` with constant potential $-E$. If $\lambda$ is an eigenvalue of this matrix, $\lambda+E$ is one of $H$, so minimality gives $\lambda\ge0$. The matrix is then positive semidefinite, and $x\cdot(H-E)x\ge0$ is the claim. In this lemma $x$ is the trial vector, not a grid point.

`splice_expectation` is equation (1). Its step `hm` proves $u=v-D+p$ at one point by splitting on which argument of the maximum is larger; `ring` then matches the summands.

`splice_lowestEigenvalue_bounds` has one block for each trial vector. In the first, `h1` is equation (1) for the spliced ground vector, `h2` the variational principle for $H_v$, `h3` the non-negativity of the sum and `h4` the positivity of $g\cdot g$. Instead of dividing, the proof assumes $E<-I$, multiplies by $g\cdot g$ and lets `linarith` find the contradiction. The second block inserts $f$ and uses its normalisation.

`splice_lowestEigenvalue_eq_iff` obtains the vanishing sum as `h0` and reads off the support condition term by term. `splice_mulVec_of_support` then turns the eigenvalue equation for $H_u$ into the one for $H_v$, and serves the converse in the opposite direction. There the ground vector `k` is divided by its norm, because the bounds theorem takes a unit vector as input.

`splice_upper_bound_attained` evaluates the sum as $c$ and records the rigid shift in `hu`. It then carries both parts of `IsLowestEigenvalue` across that shift. This needs neither the symmetry of `T` nor that `f` be an eigenvector, since the average of a constant is the same for every unit vector.
